# On a ring of three or more sites, an energy whose density is a continuous function F of the forward-difference gradient alone is constant exactly when F is affine

Here a density is any real function on a ring of N sites, with no condition of positivity or fixed particle number, and its gradient is the signed forward difference. With ρ_i the density at site i and h ≠ 0 the grid spacing, the gradient on the link from i to i+1 and the energy are

D_i = (ρ_{i+1} − ρ_i)/h

E[ρ] = h Σ_i F(D_i)

The function F is the energy density, and it sees only the gradient. For N ≥ 3 and continuous F, E takes the same value at every ρ if and only if F(x) = a x + b for some constants a and b. For differentiable F, the same condition decides whether the potential (1/h) ∂E/∂ρ_i vanishes at every site for every ρ.

## From a one-site change to an affine F

The gradients sum to zero around the ring, since each ρ_i enters once with each sign. An affine F therefore gives E = h N b for every ρ.

For the converse, add t to ρ_{j+1}. Only two gradients change: D_j gains t/h and D_{j+1} loses t/h. Hence

ΔE = h [F(D_j + t/h) − F(D_j) + F(D_{j+1} − t/h) − F(D_{j+1})]

For N ≥ 3 the sites j, j+1 and j+2 are distinct. Setting ρ_j = −hu, ρ_{j+1} = 0 and ρ_{j+2} = hv gives D_j = u and D_{j+1} = v, with u and v arbitrary. If E is constant, then ΔE = 0, and the choice t = hv yields

F(u + v) + F(0) = F(u) + F(v)

So g(x) = F(x) − F(0) is additive. Additivity gives g(q) = q g(1) for rational q, and continuity extends this to all real x. Thus F(x) = (F(1) − F(0)) x + F(0).

If F is differentiable, dividing ΔE by t and letting t → 0 gives

∂E/∂ρ_{j+1} = F′(D_j) − F′(D_{j+1})

If this vanishes at every ρ, taking D_j = x and D_{j+1} = 0 shows that F′(x) = F′(0). Then F(x) − F′(0) x has zero derivative and is constant, so F is affine. Conversely, an affine F makes E constant, and all its site derivatives vanish.

## The ring, its gradients and its energy in Lean

```lean
import Mathlib

open Finset

namespace GradientOnlyGridEnergy

noncomputable section
```

The index type `ZMod N` supplies the periodic boundary, because `i + 1` wraps around.

```lean
/-- The forward difference quotient of a density on a periodic grid with spacing `h`. -/
def gridGradient {N : ℕ} (h : ℝ) (ρ : ZMod N → ℝ) (i : ZMod N) : ℝ :=
  (ρ (i + 1) - ρ i) / h

/-- The grid energy whose energy density `F` depends on the density gradient only. -/
def gridEnergy {N : ℕ} [NeZero N] (h : ℝ) (F : ℝ → ℝ) (ρ : ZMod N → ℝ) : ℝ :=
  h * ∑ i, F (gridGradient h ρ i)
```

Theorems whose proofs cancel h assume only `h ≠ 0`. The others also admit h = 0, where Lean's convention x/0 = 0 applies and the statement has no physical content. A physical spacing is positive.

## Two neighbouring gradients are free

```lean
/-- On a ring of at least two sites, neighbouring sites are distinct. -/
theorem next_ne {N : ℕ} (hN : 2 ≤ N) (j : ZMod N) : j + 1 ≠ j := by
  intro e
  have h1 : ((1 : ℕ) : ZMod N) = 0 := by
    push_cast
    linear_combination e
  have h2 := Nat.le_of_dvd one_pos ((CharP.cast_eq_zero_iff (ZMod N) N 1).1 h1)
  omega
```

If j + 1 = j, then 1 = 0 in `ZMod N`, so N divides 1, which contradicts N ≥ 2.

```lean
/-- On a ring of at least three sites, the gradients on two neighbouring links can be given
any two values by a suitable density. -/
theorem exists_density_with_gradients {N : ℕ} (hN : 3 ≤ N) {h : ℝ} (hh : h ≠ 0)
    (j : ZMod N) (u v : ℝ) :
    ∃ ρ : ZMod N → ℝ, gridGradient h ρ j = u ∧ gridGradient h ρ (j + 1) = v := by
  have h1 : j + 1 ≠ j := next_ne (by omega) j
  have h3 : j + 1 + 1 ≠ j + 1 := next_ne (by omega) (j + 1)
  have h2 : j + 1 + 1 ≠ j := by
    intro e
    have e2 : ((2 : ℕ) : ZMod N) = 0 := by
      push_cast
      linear_combination e
    have := Nat.le_of_dvd two_pos ((CharP.cast_eq_zero_iff (ZMod N) N 2).1 e2)
    omega
  refine ⟨fun i => if i = j then -(h * u) else if i = j + 1 then 0 else h * v, ?_, ?_⟩
  · simp only [gridGradient, h1, if_true, if_false]
    rw [div_eq_iff hh]
    ring
  · simp only [gridGradient, h1, h2, h3, if_true, if_false]
    rw [div_eq_iff hh]
    ring
```

The density supplied to `refine` is the three-site choice made above, with hv at all remaining sites. The same divisibility argument, now with 2, separates j+2 from j; this is where N ≥ 3 enters.

## Energy for an affine F and after a one-site change

```lean
variable {N : ℕ} [NeZero N]

/-- An affine energy density `a x + b` gives the energy `h N b` for every density. -/
theorem gridEnergy_affine (h a b : ℝ) (ρ : ZMod N → ℝ) :
    gridEnergy h (fun x => a * x + b) ρ = h * (N * b) := by
  -- the gradient sums to zero around the ring
  have hs : ∑ i, ρ (i + 1) = ∑ i, ρ i := Equiv.sum_comp (Equiv.addRight (1 : ZMod N)) ρ
  have hg : ∑ i, gridGradient h ρ i = 0 := by
    simp only [gridGradient]
    rw [← Finset.sum_div, Finset.sum_sub_distrib, hs, sub_self, zero_div]
  unfold gridEnergy
  rw [Finset.sum_add_distrib, ← Finset.mul_sum, hg]
  simp [ZMod.card]
```

Here `hs` shifts the summation index around the ring, and `hg` is the vanishing gradient sum.

```lean
/-- Adding `t` to the density at one site changes the energy only through the gradients
on the two links that meet there. -/
theorem gridEnergy_site_change (hN : 2 ≤ N) (h : ℝ) (F : ℝ → ℝ) (ρ : ZMod N → ℝ)
    (j : ZMod N) (t : ℝ) :
    gridEnergy h F (ρ + (Pi.single (j + 1) t : ZMod N → ℝ)) - gridEnergy h F ρ =
      h * ((F (gridGradient h ρ j + t / h) - F (gridGradient h ρ j)) +
        (F (gridGradient h ρ (j + 1) - t / h) - F (gridGradient h ρ (j + 1)))) := by
  have hj : j ≠ j + 1 := (next_ne hN j).symm
  have s0 : (Pi.single (j + 1) t : ZMod N → ℝ) (j + 1) = t := Pi.single_eq_same _ _
  have s1 : ∀ i, i ≠ j + 1 → (Pi.single (j + 1) t : ZMod N → ℝ) i = 0 :=
    fun i hi => Pi.single_eq_of_ne hi _
  have e1 : gridGradient h (ρ + (Pi.single (j + 1) t : ZMod N → ℝ)) j =
      gridGradient h ρ j + t / h := by
    simp only [gridGradient, Pi.add_apply]
    rw [s0, s1 j hj]
    ring
  have e2 : gridGradient h (ρ + (Pi.single (j + 1) t : ZMod N → ℝ)) (j + 1) =
      gridGradient h ρ (j + 1) - t / h := by
    simp only [gridGradient, Pi.add_apply]
    rw [s0, s1 (j + 1 + 1) (next_ne hN (j + 1))]
    ring
  have e3 : ∀ i, i ≠ j → i ≠ j + 1 →
      gridGradient h (ρ + (Pi.single (j + 1) t : ZMod N → ℝ)) i = gridGradient h ρ i := by
    intro i hi hi'
    simp only [gridGradient, Pi.add_apply]
    rw [s1 i hi', s1 (i + 1) (fun e => hi (add_right_cancel e))]
    ring
  -- only the links j and j + 1 contribute to the difference
  have key := Fintype.sum_eq_add
    (f := fun i => F (gridGradient h (ρ + (Pi.single (j + 1) t : ZMod N → ℝ)) i) -
      F (gridGradient h ρ i)) j (j + 1) hj
    (fun i hi => by simp only [e3 i hi.1 hi.2, sub_self])
  simp only [e1, e2, Finset.sum_sub_distrib] at key
  unfold gridEnergy
  linear_combination h * key
```

`Pi.single (j + 1) t` is the density change t at site j+1 and zero elsewhere. The facts `e1`, `e2` and `e3` give the two altered gradients and the unaltered rest, and `key` reduces the sum to two terms.

## Constant energy

```lean
/-- On a ring of at least three sites, if the energy is the same for every density, then `F` obeys
`F (u + v) + F 0 = F u + F v`; no continuity is assumed. -/
theorem additive_of_constant_energy (hN : 3 ≤ N) {h : ℝ} (hh : h ≠ 0) {F : ℝ → ℝ}
    (hE : ∀ ρ σ : ZMod N → ℝ, gridEnergy h F ρ = gridEnergy h F σ) (u v : ℝ) :
    F (u + v) + F 0 = F u + F v := by
  obtain ⟨ρ, hu, hv⟩ := exists_density_with_gradients hN hh (0 : ZMod N) u v
  -- shift the whole gradient v from one link to its neighbour
  have key := gridEnergy_site_change (by omega) h F ρ 0 (h * v)
  have h0 := hE (ρ + (Pi.single (0 + 1) (h * v) : ZMod N → ℝ)) ρ
  rw [h0, sub_self, hu, hv, mul_div_cancel_left₀ v hh, sub_self] at key
  have := (mul_eq_zero.mp key.symm).resolve_left hh
  linarith
```

This is the step t = hv, and it needs no continuity.

```lean
/-- For a continuous energy density `F` on a ring of at least three sites, the gradient-only
energy is the same for every density if and only if `F` is affine. -/
theorem constant_energy_iff_affine (hN : 3 ≤ N) {h : ℝ} (hh : h ≠ 0) {F : ℝ → ℝ}
    (hF : Continuous F) :
    (∀ ρ σ : ZMod N → ℝ, gridEnergy h F ρ = gridEnergy h F σ) ↔
      ∃ a b : ℝ, ∀ x, F x = a * x + b := by
  constructor
  · intro hE
    -- F - F 0 is additive and continuous, hence linear
    let g : ℝ →+ ℝ := AddMonoidHom.mk' (fun x => F x - F 0) (fun u v => by
      have := additive_of_constant_energy hN hh hE u v
      linarith)
    have hg : Continuous g := hF.sub continuous_const
    refine ⟨F 1 - F 0, F 0, fun x => ?_⟩
    have k := map_real_smul g hg x (1 : ℝ)
    rw [smul_eq_mul, mul_one, smul_eq_mul] at k
    have k' : F x - F 0 = x * (F 1 - F 0) := k
    linarith
  · rintro ⟨a, b, hab⟩ ρ σ
    rw [show F = fun x => a * x + b from funext hab, gridEnergy_affine, gridEnergy_affine]
```

The additive map `g` is F − F(0). Mathlib's `map_real_smul` turns its continuity into linearity.

## Vanishing potential

```lean
/-- The derivative of the energy with respect to the density at one site is the difference
of `F'` on the two links that meet there. -/
theorem hasDerivAt_gridEnergy (hN : 2 ≤ N) {h : ℝ} (hh : h ≠ 0) {F : ℝ → ℝ}
    (hF : Differentiable ℝ F) (ρ : ZMod N → ℝ) (j : ZMod N) :
    HasDerivAt (fun t : ℝ => gridEnergy h F (ρ + (Pi.single (j + 1) t : ZMod N → ℝ)))
      (deriv F (gridGradient h ρ j) - deriv F (gridGradient h ρ (j + 1))) 0 := by
  have eq := fun t => gridEnergy_site_change hN h F ρ j t
  generalize gridGradient h ρ j = u at *
  generalize gridGradient h ρ (j + 1) = v at *
  have a1 : HasDerivAt (fun t : ℝ => u + t / h) (1 / h) 0 :=
    ((hasDerivAt_id' (0 : ℝ)).div_const h).const_add u
  have a2 : HasDerivAt (fun t : ℝ => v - t / h) (-(1 / h)) 0 :=
    ((hasDerivAt_id' (0 : ℝ)).div_const h).const_sub v
  have c1 : HasDerivAt F (deriv F u) (u + 0 / h) := by
    rw [zero_div, add_zero]
    exact (hF u).hasDerivAt
  have c2 : HasDerivAt F (deriv F v) (v - 0 / h) := by
    rw [zero_div, sub_zero]
    exact (hF v).hasDerivAt
  have b1 : HasDerivAt (fun t : ℝ => F (u + t / h)) (deriv F u * (1 / h)) 0 :=
    c1.comp (0 : ℝ) a1
  have b2 : HasDerivAt (fun t : ℝ => F (v - t / h)) (deriv F v * (-(1 / h))) 0 :=
    c2.comp (0 : ℝ) a2
  have b := (((b1.sub_const (F u)).fun_add (b2.sub_const (F v))).const_mul h).const_add
    (gridEnergy h F ρ)
  have hfun : (fun t : ℝ => gridEnergy h F (ρ + (Pi.single (j + 1) t : ZMod N → ℝ))) =
      fun t => gridEnergy h F ρ + h * ((F (u + t / h) - F u) + (F (v - t / h) - F v)) := by
    funext t
    linear_combination eq t
  rw [hfun]
  have hc : h * (1 / h) = 1 := mul_one_div_cancel hh
  exact b.congr_deriv (by linear_combination (deriv F u - deriv F v) * hc)
```

The chain rule is applied to both terms of the one-site formula, and the factors h and 1/h cancel. The result is the plain derivative with respect to a site value. Divided by h, it is the grid potential

w_{j+1} = −[F′(D_{j+1}) − F′(D_j)]/h

which is the discrete form of −d/dx F′(dρ/dx), with x now the position, the gradient term of a semilocal potential. A one-dimensional grid code that builds its energy from this forward difference can test the expression against a finite difference quotient of E with respect to ρ_{j+1}, divided by h.

```lean
/-- For a differentiable energy density `F` on a ring of at least three sites, the derivative
of the energy with respect to every site density vanishes at every density if and only if
`F` is affine. -/
theorem zero_potential_iff_affine (hN : 3 ≤ N) {h : ℝ} (hh : h ≠ 0) {F : ℝ → ℝ}
    (hF : Differentiable ℝ F) :
    (∀ (ρ : ZMod N → ℝ) (k : ZMod N),
      HasDerivAt (fun t : ℝ => gridEnergy h F (ρ + (Pi.single k t : ZMod N → ℝ))) 0 0) ↔
      ∃ a b : ℝ, ∀ x, F x = a * x + b := by
  constructor
  · intro H
    -- neighbouring gradients are arbitrary, so F' takes a single value
    have hd : ∀ x, deriv F x = deriv F 0 := by
      intro x
      obtain ⟨ρ, hu, hv⟩ := exists_density_with_gradients hN hh (0 : ZMod N) x 0
      have k := (hasDerivAt_gridEnergy (by omega) hh hF ρ 0).unique (H ρ (0 + 1))
      rw [hu, hv] at k
      linarith
    have hg : ∀ x, HasDerivAt (fun y => F y - deriv F 0 * y) 0 x := fun x =>
      ((hF x).hasDerivAt.fun_sub ((hasDerivAt_id' x).const_mul (deriv F 0))).congr_deriv
        (by rw [hd x]; ring)
    refine ⟨deriv F 0, F 0, fun x => ?_⟩
    have k : F x - deriv F 0 * x = F 0 - deriv F 0 * 0 :=
      is_const_of_deriv_eq_zero (fun y => (hg y).differentiableAt) (fun y => (hg y).deriv) x 0
    linarith
  · rintro ⟨a, b, hab⟩ ρ k
    rw [show F = fun x => a * x + b from funext hab]
    simp only [gridEnergy_affine]
    exact hasDerivAt_const _ _
```

The left side says that each site derivative exists and equals zero. In the forward direction, uniqueness of the derivative equates this zero with the formula, and `hd` records that F′ is constant. For such one-dimensional, gradient-only models, the theorem applied to a difference of two energy densities shows that they share a potential exactly when they differ by an affine function.

## Two sites are too few

```lean
/-- On a ring of two sites the cubic energy density has zero energy for every density,
although it is not affine. -/
theorem two_site_cubic (h : ℝ) :
    (∀ ρ : ZMod 2 → ℝ, gridEnergy h (fun x => x ^ 3) ρ = 0) ∧
      ¬ ∃ a b : ℝ, ∀ x : ℝ, x ^ 3 = a * x + b := by
  constructor
  · intro ρ
    have hs : ∀ f : ZMod 2 → ℝ, ∑ i, f i = f 0 + f 1 := fun f => Fin.sum_univ_two f
    have e : (1 : ZMod 2) + 1 = 0 := by decide
    unfold gridEnergy
    rw [hs]
    simp only [gridGradient, zero_add, e]
    ring
  · rintro ⟨a, b, hab⟩
    have h0 := hab 0
    have h1 := hab 1
    have h2 := hab 2
    norm_num at h0 h1 h2
    linarith

end

end GradientOnlyGridEnergy
```

For N = 2 the two gradients are opposite, D_1 = −D_0, so F(x) = x³ gives E = 0 for every ρ. The values of x³ at 0, 1 and 2 already rule out an affine form.

```lean
#print axioms GradientOnlyGridEnergy.constant_energy_iff_affine
#print axioms GradientOnlyGridEnergy.zero_potential_iff_affine
#print axioms GradientOnlyGridEnergy.two_site_cubic
```

```
'GradientOnlyGridEnergy.constant_energy_iff_affine' depends on axioms: [propext, Classical.choice, Quot.sound]
'GradientOnlyGridEnergy.zero_potential_iff_affine' depends on axioms: [propext, Classical.choice, Quot.sound]
'GradientOnlyGridEnergy.two_site_cubic' depends on axioms: [propext, Classical.choice, Quot.sound]
```
